# Vibration shortens and libration lengthens the apparent dipolar bond while the mean coupling stays positive

Take a bond of fixed length $r$ that moves rapidly and uniformly round a cone, always tilted by $t$ from a reference axis, with $\sin^2 t=1/12$ (about 17°). Every orientation has $P_2(\cos t)=1-\tfrac32\sin^2 t=7/8$, so the mean dipolar coupling is $7/8$ of the rigid value $1/r^3$. Read as the coupling of a rigid, untilted bond, it gives the length $(8/7)^{1/3}r\approx1.046\,r$. The bond looks too long.

Now remove the tilts and let the length be 1 or 2 with equal probability. The mean of $1/r^3$ is $9/16$, which reads as the length $(16/9)^{1/3}\approx1.21$, although the mean length is 1.5. The short bond dominates the average, and the bond looks shorter than its mean length.

NMR can obtain distances between nuclei from this averaged coupling, and such a distance carries both effects. For a finite ensemble, member $i$ has weight $w_i$, length $r_i$ and tilt angle $t_i$. With $P_2(x)=(3x^2-1)/2$, the mean coupling and the apparent length are

$$D=\sum_i w_i\,\frac{P_2(\cos t_i)}{r_i^3},\qquad L_{\rm app}=D^{-1/3}.$$

Here $D$ is a pure number: the coupling divided by that of an untilted bond of unit length. The sign and the gyromagnetic factors of the physical coupling constant have been divided out. The angle $t$ is measured from the reference axis, while textbooks often use $\theta$ for the angle to the magnetic field.

```lean
import Mathlib

open Finset

namespace DipolarBondLength

noncomputable section

variable {ι : Type*} [Fintype ι]

/-- The second Legendre polynomial. -/
def P2 (x : ℝ) : ℝ := (3 * x ^ 2 - 1) / 2

/-- The dipolar couplings of an ensemble with nonzero bond lengths `r` and tilt angles `t`, summed
with weights `w`, in units of the coupling of an untilted bond of unit length. This is the mean
coupling when the weights are nonnegative and sum to one. -/
def meanCoupling (w r t : ι → ℝ) : ℝ :=
  ∑ i, w i * (P2 (Real.cos (t i)) / r i ^ 3)

/-- The sum of `P2 (cos t)` with weights `w`. This is the orientational order parameter when the
weights are nonnegative and sum to one. -/
def orderParameter (w t : ι → ℝ) : ℝ := ∑ i, w i * P2 (Real.cos (t i))

/-- The apparent bond length read off from a positive dipolar coupling `D`
by the inverse-cube law. -/
def apparentLength (D : ℝ) : ℝ := D ^ (-(1 / 3) : ℝ)
```

The index type `ι` is finite, and `w`, `r` and `t` are real functions on it. The definitions do not require the weights to be positive or to sum to one; the theorems that need these conditions assume them as `hw` and `hw1`.

The step from this model to an experiment is the assumption that the measured coupling is this scalar average. That is appropriate for motion fast compared with the coupling and axially symmetric about the reference axis. The frames of a molecular dynamics trajectory form such a finite ensemble, so the inequalities apply to couplings averaged over frames, with classical weights and within the same scalar model.

## A positive coupling corresponds to a length

A rigid, untilted bond of length $L>0$ has coupling $1/L^3$, and $(1/L^3)^{-1/3}=L$. On positive numbers $x\mapsto x^{-1/3}$ is strictly decreasing, so a larger coupling means a shorter apparent bond, and equal apparent lengths mean equal couplings. Every comparison of lengths below is therefore a comparison of couplings in the reverse order.

```lean
/-- For a rigid untilted bond of positive length `L`, the apparent length is `L`. -/
theorem apparentLength_rigid {L : ℝ} (hL : 0 < L) : apparentLength (1 / L ^ 3) = L := by
  unfold apparentLength
  rw [one_div, ← Real.rpow_natCast, ← Real.rpow_neg hL.le, ← Real.rpow_mul hL.le]
  norm_num

/-- Among positive couplings, the larger coupling belongs to the shorter apparent bond. -/
theorem apparentLength_le_iff {D E : ℝ} (hD : 0 < D) (hE : 0 < E) :
    apparentLength D ≤ apparentLength E ↔ E ≤ D :=
  Real.rpow_le_rpow_iff_of_neg hD hE (by norm_num)

/-- Two positive couplings give the same apparent length exactly when they are equal. -/
theorem apparentLength_eq_iff {D E : ℝ} (hD : 0 < D) (hE : 0 < E) :
    apparentLength D = apparentLength E ↔ D = E := by
  rw [le_antisymm_iff, apparentLength_le_iff hD hE, apparentLength_le_iff hE hD]
  exact ⟨fun h => le_antisymm h.2 h.1, fun h => ⟨h.ge, h.le⟩⟩
```

The first lemma combines the exponents $3$, $-1$ and $-1/3$. The second is Mathlib's order reversal for a negative exponent, and the third applies it in both directions.

Without positivity the reading fails. A single bond at right angles to the axis has $D=-1/(2r^3)$, and no rigid, untilted bond has a negative coupling. Lean still assigns a real value to the power of a negative number, but that value is not a bond length.

## The tilt angles are unrestricted

No hypothesis limits the individual tilts. From $\cos^2t=1-\sin^2t$,

$$P_2(\cos t)=\frac{3(1-\sin^2t)-1}{2}=1-\frac32\sin^2t,$$

for every real $t$. A tilt can only reduce the coupling factor. It leaves the factor at one exactly when $\sin t=0$, which includes a bond turned end over end.

```lean
/-- Tilting a bond by the angle `t` reduces its coupling factor from one by
`(3/2) sin² t`. -/
theorem P2_cos (t : ℝ) : P2 (Real.cos t) = 1 - 3 / 2 * Real.sin t ^ 2 := by
  unfold P2
  linear_combination (3 / 2) * Real.sin_sq_add_cos_sq t
```

## Positive lengths give a remainder of one sign

The condition `hr` says that each $r_i$ is a genuine distance. For vibration, let $m=\sum_i w_ir_i$ be the mean length, which is positive. The tangent to $x^{-3}$ at $m$ is $4/m^3-3x/m^4$, and for $x>0$

$$\frac1{x^3}=\frac4{m^3}-\frac{3x}{m^4}+\frac{(x-m)^2(3x^2+2xm+m^2)}{x^3m^4}.$$

To check this, multiply by $x^3m^4$: the last numerator expands to $3x^4-4x^3m+m^4$. The remainder is nonnegative because $x^3>0$, and it vanishes only at $x=m$.

In the proof of `vibration_shortens` below, `g i` is this remainder times $w_i$, `pt` is the identity, checked by `field_simp` and `ring`, and `positivity` supplies the sign.

If negative "lengths" were admitted, the bound could fail: weights $0.9$ and $0.1$ on $1$ and $-2$ have mean $0.7$ but apparent length about $1.04$.

## Positive weights make every member count

The condition `hw` says that each member occurs with nonzero probability. By hand it keeps the weighted remainders nonnegative, and it makes a remainder with $r_i\ne m$ strictly positive. In Lean, `hg` records the first fact and `h5` the second.

The two uses need different strengths. A negative weight can break the inequality itself: weights $2$ and $-1$ on lengths $1$ and $1.5$ have mean $0.5$ and apparent length about $0.84$. A zero weight can break only the equality criterion, since a member that never occurs may have any length.

## Total weight one places the tangent at the mean

The condition `hw1` makes the weights probabilities. Summing the identity with weights $w_i$, and writing $G\ge0$ for the sum of the weighted remainders, gives

$$\sum_i\frac{w_i}{r_i^3}=\frac4{m^3}\cdot1-\frac3{m^4}\cdot m+G=\frac1{m^3}+G\ge\frac1{m^3}.$$

Hence the apparent length is at most $m$. Equality means $G=0$, so every remainder vanishes and every $r_i$ equals $m$. Conversely, if all $r_i=m$, then $G=0$.

```lean
/-- **Vibration shortens the apparent bond.** For positive normalised weights and positive
lengths, the apparent length of the untilted ensemble is at most the mean length, with
equality exactly when every length equals the mean. -/
theorem vibration_shortens {w r : ι → ℝ} (hw : ∀ i, 0 < w i) (hw1 : ∑ i, w i = 1)
    (hr : ∀ i, 0 < r i) :
    apparentLength (∑ i, w i / r i ^ 3) ≤ ∑ i, w i * r i ∧
      (apparentLength (∑ i, w i / r i ^ 3) = ∑ i, w i * r i ↔
        ∀ i, r i = ∑ j, w j * r j) := by
  have hne : Nonempty ι := by
    rcases isEmpty_or_nonempty ι with h | h
    · simp at hw1
    · exact h
  have hm0 : 0 < ∑ i, w i * r i :=
    Finset.sum_pos (fun i _ => mul_pos (hw i) (hr i)) Finset.univ_nonempty
  obtain ⟨m, hm⟩ : ∃ m, m = ∑ i, w i * r i := ⟨_, rfl⟩
  rw [← hm] at hm0 ⊢
  -- the remainder of the tangent to the inverse cube at the mean length
  let g : ι → ℝ := fun i =>
    w i * ((r i - m) ^ 2 * (3 * r i ^ 2 + 2 * r i * m + m ^ 2) / (r i ^ 3 * m ^ 4))
  have hg : ∀ i, 0 ≤ g i := fun i => by
    have h1 := hw i
    have h2 := hr i
    dsimp only [g]
    positivity
  have pt : ∀ i, w i / r i ^ 3 = 4 / m ^ 3 * w i - 3 / m ^ 4 * (w i * r i) + g i := by
    intro i
    have h2 := (hr i).ne'
    have h3 := hm0.ne'
    dsimp only [g]
    field_simp
    ring
  have key : ∑ i, w i / r i ^ 3 = 1 / m ^ 3 + ∑ i, g i := by
    rw [Finset.sum_congr rfl fun i _ => pt i, Finset.sum_add_distrib,
      Finset.sum_sub_distrib, ← Finset.mul_sum, ← Finset.mul_sum, hw1, ← hm]
    have e : 3 / m ^ 4 * m = 3 / m ^ 3 := by field_simp
    linear_combination -e
  have hG : 0 ≤ ∑ i, g i := Finset.sum_nonneg fun i _ => hg i
  have h1 : 0 < 1 / m ^ 3 := by positivity
  have hS : 0 < ∑ i, w i / r i ^ 3 := by linarith
  have e := apparentLength_rigid hm0
  refine ⟨((apparentLength_le_iff hS h1).2 (by linarith)).trans_eq e, ?_⟩
  have q := apparentLength_eq_iff hS h1
  rw [e] at q
  rw [q]
  constructor
  · intro h i
    have h0 : ∑ i, g i = 0 := by linarith
    have hi := (Finset.sum_eq_zero_iff_of_nonneg fun i _ => hg i).1 h0 i (Finset.mem_univ i)
    -- a vanishing remainder forces the length to equal the mean
    by_contra hne'
    have h2 := hw i
    have h3 := hr i
    have h4 : 0 < (r i - m) ^ 2 := sq_pos_of_ne_zero (sub_ne_zero.2 hne')
    have h5 : 0 < g i := by
      dsimp only [g]
      positivity
    linarith
  · intro h
    have h0 : ∑ i, g i = 0 := Finset.sum_eq_zero fun i _ => by
      dsimp only [g]
      rw [h i]
      simp
    linarith
```

The theorem states the bound and this equality criterion for the untilted ensemble. The reference is the mean length, not the equilibrium length at the energy minimum: anharmonic stretching can raise the mean so far that even the apparent length exceeds the equilibrium one. The line `key` is the summed identity. The lemmas on apparent lengths then turn the comparison of couplings into one of lengths. Normalisation also rules out an empty ensemble; a single member is allowed and gives equality.

With total weight below one the bound can fail: one bond of length 1 with weight $1/8$ has apparent length 2 but weighted sum of lengths $1/8$.

## A positive mean coupling limits the libration

The condition `hD` says that the averaged coupling keeps the sign it would have without tilts. Individual members may have a negative coupling, as long as the mean stays positive.

Let $A=\sum_i w_i/r_i^3$ be the coupling of the same ensemble with its tilts removed. Inserting the formula for $P_2(\cos t)$ gives

$$D=A-\frac32\sum_i\frac{w_i}{r_i^3}\sin^2t_i.$$

The loss is a sum of nonnegative terms, so $A\ge D>0$ and $A^{-1/3}\le D^{-1/3}$. The two lengths are equal exactly when the loss is zero. Each $w_i/r_i^3$ is positive, so this means that every $\sin t_i$ vanishes.

Nothing here requires length and tilt to be independent: a bond that stretches as it swings is included. Normalisation isn't needed either, because both sides carry the same weights.

```lean
/-- **Libration lengthens the apparent bond**, also when tilt and length are correlated.
For positive weights and lengths and a positive mean coupling, the apparent length is at least
that of the same ensemble without tilts, with equality exactly when every `sin t` vanishes. -/
theorem libration_lengthens {w r t : ι → ℝ} (hw : ∀ i, 0 < w i) (hr : ∀ i, 0 < r i)
    (hD : 0 < meanCoupling w r t) :
    apparentLength (∑ i, w i / r i ^ 3) ≤ apparentLength (meanCoupling w r t) ∧
      (apparentLength (∑ i, w i / r i ^ 3) = apparentLength (meanCoupling w r t) ↔
        ∀ i, Real.sin (t i) = 0) := by
  -- the coupling lost to libration is a sum of nonnegative terms
  have key : meanCoupling w r t =
      ∑ i, w i / r i ^ 3 - ∑ i, 3 / 2 * (w i / r i ^ 3 * Real.sin (t i) ^ 2) := by
    unfold meanCoupling
    rw [← Finset.sum_sub_distrib]
    refine Finset.sum_congr rfl fun i _ => ?_
    rw [P2_cos]
    ring
  have hc : ∀ i, 0 < w i / r i ^ 3 := fun i => div_pos (hw i) (pow_pos (hr i) 3)
  have hg : ∀ i, 0 ≤ 3 / 2 * (w i / r i ^ 3 * Real.sin (t i) ^ 2) := fun i =>
    mul_nonneg (by norm_num) (mul_nonneg (hc i).le (sq_nonneg _))
  have hG := Finset.sum_nonneg fun i (_ : i ∈ Finset.univ) => hg i
  have hA : 0 < ∑ i, w i / r i ^ 3 := by linarith
  refine ⟨(apparentLength_le_iff hA hD).2 (by linarith), ?_⟩
  rw [apparentLength_eq_iff hA hD]
  constructor
  · intro h i
    have h0 : ∑ i, 3 / 2 * (w i / r i ^ 3 * Real.sin (t i) ^ 2) = 0 := by linarith
    have hi := (Finset.sum_eq_zero_iff_of_nonneg fun i _ => hg i).1 h0 i (Finset.mem_univ i)
    by_contra hs
    have h1 := mul_pos (hc i) (sq_pos_of_ne_zero hs)
    linarith
  · intro h
    have h0 : ∑ i, 3 / 2 * (w i / r i ^ 3 * Real.sin (t i) ^ 2) = 0 :=
      Finset.sum_eq_zero fun i _ => by rw [h i]; ring
    linarith
```

In the proof, `key` is the formula for $D$, `hc` the positivity of $w_i/r_i^3$, and `hA` the positivity of $A$, which follows from `hD`. If the mean coupling is zero, as for a single bond at the magic angle, there is no finite apparent length to compare.

The comparison is with the untilted ensemble, not with the mean length. When both motions are present they act in opposite directions, and neither theorem fixes the sign of the net error.

### From a zero sum to zero terms

Both equality criteria rest on `Finset.sum_eq_zero_iff_of_nonneg`. Given that every term of a finite sum is nonnegative, it states that the sum is zero if and only if each term is zero. Its direction `.1` takes the vanishing sum `h0`, an index `i` and the proof `Finset.mem_univ i` that the index belongs to the sum, and returns the vanishing of that one term.

This is where a statement about an average becomes a statement about each member. What remains is a contradiction: if $r_i\ne m$, or $\sin t_i\ne0$, the term in question would be strictly positive. Writing the excess or loss of coupling as an explicit sum of nonnegative terms is what makes the lemma applicable.

## A fixed length isolates the order parameter

Holding every $r_i$ at one value $r>0$ describes pure libration. The inverse cube then leaves the sum, and with $S=\sum_i w_iP_2(\cos t_i)$,

$$D=\frac{S}{r^3},\qquad L_{\rm app}=r\,S^{-1/3}.$$

The second formula requires $S>0$, the hypothesis `hS`. At fixed $r>0$ this is the same condition as $D>0$.

```lean
/-- At fixed bond length the mean coupling is the order parameter times the rigid coupling. -/
theorem meanCoupling_fixed (w t : ι → ℝ) (r : ℝ) :
    meanCoupling w (fun _ => r) t = orderParameter w t * (1 / r ^ 3) := by
  unfold meanCoupling orderParameter
  rw [Finset.sum_mul]
  refine Finset.sum_congr rfl fun i _ => ?_
  ring

/-- For a bond of fixed positive length `r` and positive order parameter `S`, the apparent
length is `r` times `S ^ (-1/3)`. -/
theorem apparentLength_fixed {w t : ι → ℝ} {r : ℝ} (hr : 0 < r)
    (hS : 0 < orderParameter w t) :
    apparentLength (meanCoupling w (fun _ => r) t) =
      r * orderParameter w t ^ (-(1 / 3) : ℝ) := by
  have e := apparentLength_rigid hr
  unfold apparentLength at e ⊢
  rw [meanCoupling_fixed, Real.mul_rpow hS.le (by positivity), e, mul_comm]
```

For normalised weights the untilted coupling is $A=1/r^3$, whose apparent length is $r$. The libration result therefore gives $L_{\rm app}\ge r$, with strict inequality exactly when some $\sin t_i\ne0$.

```lean
/-- For positive normalised weights, fixed length `r > 0` and positive order parameter, the
apparent length is at least `r`, and exceeds `r` exactly when some `sin t` is nonzero. -/
theorem libration_lengthens_fixed {w t : ι → ℝ} {r : ℝ} (hw : ∀ i, 0 < w i)
    (hw1 : ∑ i, w i = 1) (hr : 0 < r) (hS : 0 < orderParameter w t) :
    r ≤ apparentLength (meanCoupling w (fun _ => r) t) ∧
      (r < apparentLength (meanCoupling w (fun _ => r) t) ↔
        ∃ i, Real.sin (t i) ≠ 0) := by
  have hD : 0 < meanCoupling w (fun _ => r) t := by
    rw [meanCoupling_fixed]
    positivity
  have h := libration_lengthens hw (fun _ => hr) hD
  -- without tilts the ensemble is a rigid bond of length r
  have e : ∑ i, w i / r ^ 3 = 1 / r ^ 3 := by rw [← Finset.sum_div, hw1]
  simp only [e, apparentLength_rigid hr] at h
  refine ⟨h.1, ?_⟩
  have hex : (∃ i, Real.sin (t i) ≠ 0) ↔ ¬ ∀ i, Real.sin (t i) = 0 := by
    simp only [ne_eq, not_forall]
  rw [hex, ← h.2]
  exact ⟨fun q => q.ne, fun q => lt_of_le_of_ne h.1 q⟩

end

end DipolarBondLength
```

The proof obtains `hD` from `hS`, applies `libration_lengthens` to the constant length, and uses `hw1` in the line `e` to identify the untilted ensemble with a rigid bond. The last lines turn "not all sines vanish" into "some sine is nonzero".

Normalisation matters again here. A single untilted bond with weight 8 would have apparent length $r/2$, against the bound. With weight $1/8$ it would have apparent length $2r$, a lengthening without any tilt.

```lean
#print axioms DipolarBondLength.vibration_shortens
-- 'DipolarBondLength.vibration_shortens' depends on axioms: [propext, Classical.choice, Quot.sound]
#print axioms DipolarBondLength.libration_lengthens
-- 'DipolarBondLength.libration_lengthens' depends on axioms: [propext, Classical.choice, Quot.sound]
#print axioms DipolarBondLength.apparentLength_fixed
-- 'DipolarBondLength.apparentLength_fixed' depends on axioms: [propext, Classical.choice, Quot.sound]
#print axioms DipolarBondLength.libration_lengthens_fixed
-- 'DipolarBondLength.libration_lengthens_fixed' depends on axioms: [propext, Classical.choice, Quot.sound]
```
